# Variational principle for the adiabatic gauge potential of a finite Hamiltonian

In the variational approach to counterdiabatic driving of a Hamiltonian $H(\lambda)$ with one control parameter $\lambda$, one picks a trial Hermitian operator $A$, forms $G = \partial_\lambda H + i[A,H]$ (with $\hbar = 1$), and adjusts the coefficients in $A$ to make the squared Frobenius norm of $G$ as small as possible. For a finite-dimensional $H$ at a single value of $\lambda$, the unrestricted minimum of this norm is reached at the adiabatic gauge potential, and the excess of any other trial has a closed form.

## The claim

Work in the eigenbasis of $H$, labelled by indices $m, k$ from a finite set, so that $H = \mathrm{diag}(e)$ with real levels $e_m$. Let $V$ be a Hermitian matrix, standing for the matrix elements $\langle m|\partial_\lambda H|k\rangle$ of the operator $\partial_\lambda H$ in this basis; it is not the derivative of $\mathrm{diag}(e)$ and need not be diagonal. For a complex matrix $A$ define the residual, the action and the degenerate weight

$$G(A) = V + i(AH - HA), \qquad S(A) = \sum_{m,k} |G(A)_{mk}|^2, \qquad D = \sum_{m,k:\; e_m = e_k} |V_{mk}|^2 ,$$

and define the matrix $A^\star$ by

$$A^\star_{mk} = \frac{i V_{mk}}{e_k - e_m} \quad (e_m \ne e_k), \qquad A^\star_{mk} = 0 \quad (e_m = e_k).$$

The star is a label and not a conjugation. $A^\star$ is the matrix called the adiabatic gauge potential here; setting its entries between equal levels, the diagonal among them, to zero is a convention, since those entries do not enter $S$. The claim is that $D$ is the minimum of $S(A)$ over Hermitian $A$, and that $A^\star$ is Hermitian with $S(A^\star) = D$.

## Derivation by hand

Since $H$ is diagonal, $(AH)_{mk} = A_{mk} e_k$ and $(HA)_{mk} = e_m A_{mk}$, so

$$G(A)_{mk} = V_{mk} + i A_{mk}(e_k - e_m).$$

For equal levels this entry is $V_{mk}$ whatever $A$ is. For unequal levels, $i(e_k - e_m) A^\star_{mk} = i^2 V_{mk} = -V_{mk}$, and therefore

$$G(A)_{mk} = i(e_k - e_m)\,(A_{mk} - A^\star_{mk}).$$

Taking squared moduli and summing, the equal-level entries give $D$ and the others give the gap-weighted deviation. Equal-level terms may be included in the second sum because their gap factor vanishes:

$$S(A) = D + \sum_{m,k} (e_k - e_m)^2\, |A_{mk} - A^\star_{mk}|^2 .$$

The sum is nonnegative and vanishes at $A = A^\star$, so $S(A) \ge D = S(A^\star)$. It remains to see that $A^\star$ is an allowed trial. With $\overline{V_{km}} = V_{mk}$ and unequal levels,

$$\overline{A^\star_{km}} = \frac{-i\,V_{mk}}{e_m - e_k} = \frac{i V_{mk}}{e_k - e_m} = A^\star_{mk},$$

and for equal levels both entries are zero.

A sum of nonnegative terms is zero only when each term is, so $S(A) = D$ exactly when $A_{mk} = A^\star_{mk}$ for all pairs with $e_m \ne e_k$; the entries of $A$ inside degenerate blocks, the diagonal among them, do not affect $S$. With $G = G(A)$ one has $(GH - HG)_{mk} = G_{mk}(e_k - e_m)$, so $G$ commutes with $H$ exactly when $G_{mk} = 0$ between unequal levels, which is again $A_{mk} = A^\star_{mk}$ there. If all levels are distinct, only $m = k$ contributes to $D$, and $D = \sum_m |V_{mm}|^2$.

## A numerical instance and the smallest cases

Take levels $e = (0, 0, 2)$, indexed by $1, 2, 3$, and

$$V = \begin{pmatrix} 1 & 1 & 2 \\ 1 & 0 & 2i \\ 2 & -2i & 3 \end{pmatrix}, \qquad A^\star = \begin{pmatrix} 0 & 0 & i \\ 0 & 0 & -1 \\ -i & -1 & 0 \end{pmatrix},$$

where $A^\star_{13} = i \cdot 2/2 = i$ and $A^\star_{23} = i \cdot 2i/2 = -1$. The upper $2 \times 2$ block and $V_{33}$ give $D = 1 + 1 + 1 + 0 + 9 = 12$. The entry $G(A^\star)_{13} = 2 + i \cdot i \cdot 2 = 0$ cancels, as do the other three entries between the blocks. For the trial $A = 0$ the residual is $V$, so $S = 12 + 4 \cdot 4 = 28$, and the decomposition gives $12 + 2^2 (1 + 1 + 1 + 1) = 28$.

With a single level, or with all levels equal, $A^\star = 0$ and every $A$ has $S(A) = D = \sum_{m,k}|V_{mk}|^2$. For an empty index set all sums are zero.

## The formal development

The type `n` is the finite index set, and operators are of type `Matrix n n ℂ`.

In Lean 4 with Mathlib:

```lean
import Mathlib

open Matrix Complex

namespace AdiabaticGaugePotential

noncomputable section

variable {n : Type*} [Fintype n] [DecidableEq n]
```

The Hamiltonian is given already diagonalised, by its levels `e : n → ℝ`. The type makes the levels real and allows repetitions.

```lean
/-- The Hamiltonian in its eigenbasis, `H = diag(e)` with real levels. -/
def ham (e : n → ℝ) : Matrix n n ℂ := diagonal fun k => (e k : ℂ)
```

`normSq z` is $|z|^2$, so `frobSq` is the squared Frobenius norm, with no division by the dimension.

```lean
/-- Squared Frobenius norm: the sum of `|M_mk|²` over all entries. -/
def frobSq (M : Matrix n n ℂ) : ℝ := ∑ m, ∑ k, normSq (M m k)
```

`residual` fixes the sign convention $+i(AH - HA)$, with `I` the imaginary unit, and `action` is $S$.

```lean
/-- The residual `G(A) = V + i (A H - H A)` of a trial gauge potential `A`. -/
def residual (e : n → ℝ) (V A : Matrix n n ℂ) : Matrix n n ℂ :=
  V + I • (A * ham e - ham e * A)

/-- The variational action `S(A) = ‖V + i (A H - H A)‖²`. -/
def action (e : n → ℝ) (V A : Matrix n n ℂ) : ℝ := frobSq (residual e V A)
```

`agp` is $A^\star$ and `degWeight` is $D$. The test `e m = e k` is exact equality of real numbers: a nearly degenerate pair counts as unequal, and its entry of $A^\star$ has modulus $|V_{mk}|/|e_k - e_m|$, which is large when the gap is small compared with $|V_{mk}|$ and zero when $V_{mk} = 0$.

```lean
/-- The adiabatic gauge potential: `i V_mk / (e_k - e_m)` between unequal levels,
zero between equal levels. -/
def agp (e : n → ℝ) (V : Matrix n n ℂ) : Matrix n n ℂ :=
  Matrix.of fun m k => if e m = e k then 0 else I * V m k / ((e k : ℂ) - (e m : ℂ))

/-- The weight of `V` inside degenerate blocks: the sum of `|V_mk|²` over `e_m = e_k`. -/
def degWeight (e : n → ℝ) (V : Matrix n n ℂ) : ℝ :=
  ∑ m, ∑ k, if e m = e k then normSq (V m k) else 0
```

No parameter $\lambda$ and no derivative occur in these definitions, and `V` is an arbitrary matrix. The reading $V = \partial_\lambda H$, under which $A^\star_{mk} = i\langle m|\partial_\lambda k\rangle$ between unequal levels (with $|m\rangle$, $|k\rangle$ eigenvectors of $H(\lambda)$ depending differentiably on $\lambda$) and the Hellmann-Feynman theorem turns $V_{mm}$ into $\partial_\lambda e_m$ for a non-degenerate level, is physics supplied from outside and is not among the statements compiled here.

The entry formula comes from `mul_diagonal` and `diagonal_mul`, which are the two products $(AH)_{mk}$ and $(HA)_{mk}$.

```lean
/-- Matrix elements of the residual: `G_mk = V_mk + i A_mk (e_k - e_m)`. -/
theorem residual_apply (e : n → ℝ) (V A : Matrix n n ℂ) (m k : n) :
    residual e V A m k = V m k + I * A m k * ((e k : ℂ) - (e m : ℂ)) := by
  simp only [residual, ham, Matrix.add_apply, Matrix.smul_apply, Matrix.sub_apply,
    mul_diagonal, diagonal_mul, smul_eq_mul]
  ring
```

For unequal levels, `hne` says that the gap is nonzero as a complex number and `hc` cancels it against the denominator of $A^\star_{mk}$. The final `linear_combination` combines this cancellation with $i^2 = -1$.

```lean
/-- Between unequal levels the residual is `i (e_k - e_m)` times the deviation of `A`
from the adiabatic gauge potential. -/
theorem residual_apply_of_ne (e : n → ℝ) (V A : Matrix n n ℂ) {m k : n} (h : e m ≠ e k) :
    residual e V A m k = I * ((e k - e m : ℝ) : ℂ) * (A m k - agp e V m k) := by
  have hne : (e k : ℂ) - (e m : ℂ) ≠ 0 := by
    rw [sub_ne_zero]
    exact_mod_cast h.symm
  have hc : I * V m k / ((e k : ℂ) - (e m : ℂ)) * ((e k : ℂ) - (e m : ℂ)) = I * V m k :=
    div_mul_cancel₀ _ hne
  rw [residual_apply]
  simp only [agp, Matrix.of_apply, if_neg h]
  push_cast
  linear_combination I * hc + V m k * I_mul_I
```

The decomposition holds for all `V` and `A`, Hermitian or not. The sums are merged and compared term by term, and `by_cases` separates equal from unequal levels. In the second case `normSq_mul`, `normSq_I` and `normSq_ofReal` evaluate $|i(e_k - e_m)\,z|^2 = (e_k - e_m)^2|z|^2$ with $z = A_{mk} - A^\star_{mk}$.

```lean
/-- The action equals the degenerate weight of `V` plus the gap-weighted squared deviation
of `A` from the adiabatic gauge potential. -/
theorem action_decomposition (e : n → ℝ) (V A : Matrix n n ℂ) :
    action e V A = degWeight e V
      + ∑ m, ∑ k, (e k - e m) ^ 2 * normSq (A m k - agp e V m k) := by
  simp only [action, frobSq, degWeight, ← Finset.sum_add_distrib]
  refine Finset.sum_congr rfl fun m _ => Finset.sum_congr rfl fun k _ => ?_
  by_cases h : e m = e k
  · -- equal levels: the commutator does not reach this entry
    rw [residual_apply, if_pos h, h]
    simp
  · rw [residual_apply_of_ne e V A h, if_neg h, normSq_mul, normSq_mul, normSq_I,
      normSq_ofReal]
    ring
```

Hermiticity of `V` enters as `hv`, which is $\overline{V_{km}} = V_{mk}$. The rewrite chain conjugates numerator and denominator, and `neg_div_neg_eq` cancels the two signs.

```lean
omit [Fintype n] [DecidableEq n] in
/-- The adiabatic gauge potential of a Hermitian `V` is Hermitian. -/
theorem agp_isHermitian (e : n → ℝ) {V : Matrix n n ℂ} (hV : V.IsHermitian) :
    (agp e V).IsHermitian := by
  ext m k
  have hv : (starRingEnd ℂ) (V k m) = V m k := hV.apply m k
  rw [conjTranspose_apply]
  simp only [agp, Matrix.of_apply]
  by_cases h : e m = e k
  · rw [if_pos h, if_pos h.symm, star_zero]
  · -- the sign from conjugating `i` cancels the sign of the reversed gap
    rw [if_neg h, if_neg (Ne.symm h), Complex.star_def, map_div₀, map_mul, map_sub,
      conj_I, conj_ofReal, conj_ofReal, hv, ← neg_sub (e k : ℂ) (e m : ℂ), neg_mul,
      neg_div_neg_eq]
```

In the main theorem, `action e V '' {A | A.IsHermitian}` is the set of values $S(A)$ over Hermitian $A$. `IsLeast` says that $D$ belongs to this set and is a lower bound for it, and the other two conjuncts name $A^\star$ as a Hermitian matrix attaining $D$. The step `hval` sets $A = A^\star$ in the decomposition. In the lower bound, the pattern `⟨A, -, rfl⟩` discards the hermiticity of `A`, so `hV` serves only to place $A^\star$ among the allowed trials. The minimum is over all Hermitian matrices; the best value within a restricted family of trial operators is not computed, though `action_decomposition` gives the excess of each member.

```lean
/-- Variational principle: over Hermitian `A` the action has as its minimum the degenerate
weight of `V`, and the adiabatic gauge potential is Hermitian and attains it. -/
theorem action_isLeast (e : n → ℝ) {V : Matrix n n ℂ} (hV : V.IsHermitian) :
    IsLeast (action e V '' {A | A.IsHermitian}) (degWeight e V) ∧
      (agp e V).IsHermitian ∧ action e V (agp e V) = degWeight e V := by
  have hval : action e V (agp e V) = degWeight e V := by
    rw [action_decomposition]
    simp
  refine ⟨⟨⟨agp e V, agp_isHermitian e hV, hval⟩, ?_⟩, agp_isHermitian e hV, hval⟩
  rintro _ ⟨A, -, rfl⟩
  rw [action_decomposition]
  exact le_add_of_nonneg_right (Finset.sum_nonneg fun m _ => Finset.sum_nonneg fun k _ =>
    mul_nonneg (sq_nonneg _) (normSq_nonneg _))
```

The equality case again holds for arbitrary `V` and `A`. In the forward direction `h1` and `h2` apply the vanishing-sum argument to the outer and the inner sum, and `hg` removes the squared gap. The converse checks each term: either the gap or the deviation is zero.

```lean
/-- The action equals the degenerate weight exactly when `A` agrees with the adiabatic
gauge potential on all pairs of unequal levels. -/
theorem action_eq_iff (e : n → ℝ) (V A : Matrix n n ℂ) :
    action e V A = degWeight e V ↔ ∀ m k, e m ≠ e k → A m k = agp e V m k := by
  have hnn : ∀ m k, 0 ≤ (e k - e m) ^ 2 * normSq (A m k - agp e V m k) :=
    fun m k => mul_nonneg (sq_nonneg _) (normSq_nonneg _)
  rw [action_decomposition]
  constructor
  · intro h m k hmk
    have h0 : ∑ m, ∑ k, (e k - e m) ^ 2 * normSq (A m k - agp e V m k) = 0 := by linarith
    -- a vanishing sum of nonnegative terms has every term zero
    have h1 := (Finset.sum_eq_zero_iff_of_nonneg
      (fun m _ => Finset.sum_nonneg fun k _ => hnn m k)).1 h0 m (Finset.mem_univ m)
    have h2 := (Finset.sum_eq_zero_iff_of_nonneg (fun k _ => hnn m k)).1 h1 k
      (Finset.mem_univ k)
    have hg : (e k - e m) ^ 2 ≠ 0 := pow_ne_zero 2 (sub_ne_zero.2 hmk.symm)
    exact sub_eq_zero.1 (normSq_eq_zero.1 ((mul_eq_zero.1 h2).resolve_left hg))
  · intro h
    have h0 : ∑ m, ∑ k, (e k - e m) ^ 2 * normSq (A m k - agp e V m k) = 0 := by
      refine Finset.sum_eq_zero fun m _ => Finset.sum_eq_zero fun k _ => ?_
      by_cases hmk : e m = e k
      · simp [hmk]
      · simp [h m k hmk]
    rw [h0, add_zero]
```

The commutator form is an equivalence between $S(A) = D$ and $[G(A), H] = 0$, obtained from entries and not by varying $S$. The statement `key` is the identity for $(GH - HG)_{mk}$. In the converse the gap is cancelled twice, first to reach $G_{mk} = 0$ (`h2`) and then, with the factor $i$, to reach $A_{mk} = A^\star_{mk}$.

```lean
/-- The action equals the degenerate weight exactly when the residual
`V + i (A H - H A)` commutes with `H`. -/
theorem action_eq_iff_commute (e : n → ℝ) (V A : Matrix n n ℂ) :
    action e V A = degWeight e V ↔ residual e V A * ham e = ham e * residual e V A := by
  have key : ∀ m k, (residual e V A * ham e) m k = (ham e * residual e V A) m k ↔
      residual e V A m k * ((e k - e m : ℝ) : ℂ) = 0 := by
    intro m k
    simp only [ham, mul_diagonal, diagonal_mul]
    push_cast
    constructor <;> intro h <;> linear_combination h
  rw [action_eq_iff]
  constructor
  · intro h
    ext m k
    rw [key]
    by_cases hmk : e m = e k
    · simp [hmk]
    · rw [residual_apply_of_ne e V A hmk, h m k hmk]
      simp
  · intro h m k hmk
    have h1 := (key m k).1 (by rw [h])
    have hg : ((e k - e m : ℝ) : ℂ) ≠ 0 := ofReal_ne_zero.2 (sub_ne_zero.2 hmk.symm)
    have h2 := (mul_eq_zero.1 h1).resolve_right hg
    rw [residual_apply_of_ne e V A hmk] at h2
    exact sub_eq_zero.1 ((mul_eq_zero.1 h2).resolve_left (mul_ne_zero I_ne_zero hg))
```

A non-degenerate spectrum is the hypothesis `Function.Injective e`. It turns `e m = e k` into equality of the indices, which collapses $D$ to the diagonal sum.

```lean
/-- For a non-degenerate spectrum the minimum of the action over Hermitian `A` is the sum
of the squared diagonal elements `|V_mm|²`. -/
theorem action_isLeast_nondegenerate {e : n → ℝ} (he : Function.Injective e)
    {V : Matrix n n ℂ} (hV : V.IsHermitian) :
    IsLeast (action e V '' {A | A.IsHermitian}) (∑ m, normSq (V m m)) := by
  have hd : degWeight e V = ∑ m, normSq (V m m) := by
    simp [degWeight, he.eq_iff]
  rw [← hd]
  exact (action_isLeast e hV).1

end

end AdiabaticGaugePotential
```

```lean
#print axioms AdiabaticGaugePotential.action_isLeast
#print axioms AdiabaticGaugePotential.action_eq_iff_commute
#print axioms AdiabaticGaugePotential.action_isLeast_nondegenerate
```

```
'AdiabaticGaugePotential.action_isLeast' depends on axioms: [propext, Classical.choice, Quot.sound]
'AdiabaticGaugePotential.action_eq_iff_commute' depends on axioms: [propext, Classical.choice, Quot.sound]
'AdiabaticGaugePotential.action_isLeast_nondegenerate' depends on axioms: [propext, Classical.choice, Quot.sound]
```
